# Vanishing of the z-spin current in stationary states of the Rashba model

A calculation for electrons with Rashba spin–orbit coupling can return a nonzero current of z-polarised spin, and nothing in the number alone shows whether it can belong to a time-independent state. For a nonzero coupling linear in momentum, parabolic dispersion and no other spin-dependent term, an operator identity makes this current, summed over the whole system, proportional to the rate of change of the total in-plane spin, which forces it to zero in every state that commutes with the Hamiltonian.

```lean
import Mathlib

open Matrix Complex
open scoped Kronecker

namespace RashbaSpinHall

noncomputable section

variable {n : Type*} [Fintype n] [DecidableEq n]

/-- Pauli matrix σx. -/
def σx : Matrix (Fin 2) (Fin 2) ℂ := !![0, 1; 1, 0]

/-- Pauli matrix σy. -/
def σy : Matrix (Fin 2) (Fin 2) ℂ := !![0, -I; I, 0]

/-- Pauli matrix σz. -/
def σz : Matrix (Fin 2) (Fin 2) ℂ := !![1, 0; 0, -1]

/-- The spin matrix (1 + σz)/2. -/
def zUp : Matrix (Fin 2) (Fin 2) ℂ := !![1, 0; 0, 0]

/-- The spin matrix (1 + σx)/2. -/
def xUp : Matrix (Fin 2) (Fin 2) ℂ := !![1 / 2, 1 / 2; 1 / 2, 1 / 2]

/-- A spin matrix `s` acting on orbital ⊗ spin space as 1 ⊗ s. -/
def spin (n : Type*) [DecidableEq n] (s : Matrix (Fin 2) (Fin 2) ℂ) :
    Matrix (n × Fin 2) (n × Fin 2) ℂ :=
  (1 : Matrix n n ℂ) ⊗ₖ s

/-- Rashba Hamiltonian H = T ⊗ 1 + λ (Py ⊗ σx - Px ⊗ σy) with a spin-independent part T. -/
def rashbaH (T Px Py : Matrix n n ℂ) (lam : ℝ) : Matrix (n × Fin 2) (n × Fin 2) ℂ :=
  T ⊗ₖ (1 : Matrix (Fin 2) (Fin 2) ℂ) + (lam : ℂ) • (Py ⊗ₖ σx - Px ⊗ₖ σy)

/-- Velocity along x, vx = Px ⊗ 1 / m - λ 1 ⊗ σy. -/
def velX (Px : Matrix n n ℂ) (m lam : ℝ) : Matrix (n × Fin 2) (n × Fin 2) ℂ :=
  (m : ℂ)⁻¹ • (Px ⊗ₖ (1 : Matrix (Fin 2) (Fin 2) ℂ)) - (lam : ℂ) • spin n σy

/-- Velocity along y, vy = Py ⊗ 1 / m + λ 1 ⊗ σx. -/
def velY (Py : Matrix n n ℂ) (m lam : ℝ) : Matrix (n × Fin 2) (n × Fin 2) ℂ :=
  (m : ℂ)⁻¹ • (Py ⊗ₖ (1 : Matrix (Fin 2) (Fin 2) ℂ)) + (lam : ℂ) • spin n σx

/-- Spin current of the z component for a velocity v, J = (v σz + σz v) / 2. -/
def spinCurrent (v : Matrix (n × Fin 2) (n × Fin 2) ℂ) : Matrix (n × Fin 2) (n × Fin 2) ℂ :=
  (1 / 2 : ℂ) • (v * spin n σz + spin n σz * v)

/-- Products of two different Pauli matrices. -/
theorem pauli_mul :
    σx * σy = I • σz ∧ σy * σx = (-I) • σz ∧ σy * σz = I • σx ∧ σz * σy = (-I) • σx ∧
      σz * σx = I • σy ∧ σx * σz = (-I) • σy := by
  refine ⟨?_, ?_, ?_, ?_, ?_, ?_⟩ <;> ext i j <;> fin_cases i <;> fin_cases j <;>
    simp [σx, σy, σz, Matrix.mul_apply, Fin.sum_univ_two]

/-- For m ≠ 0 the λ-terms of the velocities drop out of the spin current and
m J(vy) = Py ⊗ σz and m J(vx) = Px ⊗ σz. -/
theorem mass_smul_spinCurrent (P : Matrix n n ℂ) {m : ℝ} (lam : ℝ) (hm : m ≠ 0) :
    (m : ℂ) • spinCurrent (velY P m lam) = P ⊗ₖ σz ∧
      (m : ℂ) • spinCurrent (velX P m lam) = P ⊗ₖ σz := by
  have hm' : (m : ℂ) ≠ 0 := Complex.ofReal_ne_zero.mpr hm
  obtain ⟨-, -, hyz, hzy, hzx, hxz⟩ := pauli_mul
  -- σx and σy anticommute with σz
  constructor
  · simp only [spinCurrent, velY, spin, Matrix.add_mul, Matrix.mul_add, Matrix.smul_mul,
      Matrix.mul_smul, ← mul_kronecker_mul, Matrix.mul_one, Matrix.one_mul, hzx, hxz,
      kronecker_smul]
    match_scalars <;> first | ring1 | (field_simp; try ring)
  · simp only [spinCurrent, velX, spin, Matrix.sub_mul, Matrix.mul_sub, Matrix.smul_mul,
      Matrix.mul_smul, ← mul_kronecker_mul, Matrix.mul_one, Matrix.one_mul, hyz, hzy,
      kronecker_smul]
    match_scalars <;> first | ring1 | (field_simp; try ring)

/-- For m ≠ 0, the commutator of the Rashba Hamiltonian with 1 ⊗ σy is 2 i λ m J(vy). -/
theorem commutator_spin_y (T Px Py : Matrix n n ℂ) {m : ℝ} (lam : ℝ) (hm : m ≠ 0) :
    rashbaH T Px Py lam * spin n σy - spin n σy * rashbaH T Px Py lam
      = (2 * I * lam * m : ℂ) • spinCurrent (velY Py m lam) := by
  obtain ⟨hxy, hyx, -⟩ := pauli_mul
  rw [← smul_smul, (mass_smul_spinCurrent Py lam hm).1]
  -- only Py ⊗ σx fails to commute with 1 ⊗ σy
  simp only [rashbaH, spin, Matrix.add_mul, Matrix.mul_add, Matrix.sub_mul, Matrix.mul_sub,
    Matrix.smul_mul, Matrix.mul_smul, ← mul_kronecker_mul, Matrix.mul_one, Matrix.one_mul,
    hxy, hyx, kronecker_smul]
  module

/-- For m ≠ 0, the commutator of the Rashba Hamiltonian with 1 ⊗ σx is 2 i λ m J(vx). -/
theorem commutator_spin_x (T Px Py : Matrix n n ℂ) {m : ℝ} (lam : ℝ) (hm : m ≠ 0) :
    rashbaH T Px Py lam * spin n σx - spin n σx * rashbaH T Px Py lam
      = (2 * I * lam * m : ℂ) • spinCurrent (velX Px m lam) := by
  obtain ⟨hxy, hyx, -⟩ := pauli_mul
  rw [← smul_smul, (mass_smul_spinCurrent Px lam hm).2]
  simp only [rashbaH, spin, Matrix.add_mul, Matrix.mul_add, Matrix.sub_mul, Matrix.mul_sub,
    Matrix.smul_mul, Matrix.mul_smul, ← mul_kronecker_mul, Matrix.mul_one, Matrix.one_mul,
    hxy, hyx, kronecker_smul]
  module

/-- If ρ commutes with H, then Tr(ρ [H, S]) = 0 for every operator S. -/
theorem trace_mul_commutator {ι : Type*} [Fintype ι] {ρ H : Matrix ι ι ℂ} (S : Matrix ι ι ℂ)
    (h : ρ * H = H * ρ) : trace (ρ * (H * S - S * H)) = 0 := by
  -- cyclicity of the trace moves H around to the other side of ρ
  have key : trace (ρ * (S * H)) = trace (ρ * (H * S)) := by
    rw [← Matrix.mul_assoc, trace_mul_comm, ← Matrix.mul_assoc, ← h, Matrix.mul_assoc]
  rw [Matrix.mul_sub, trace_sub, key, sub_self]

/-- For nonzero mass and Rashba coupling, Tr(ρ J(vy)) and Tr(ρ J(vx)) vanish for every ρ that
commutes with the Rashba Hamiltonian. -/
theorem spinCurrent_vanishes (T Px Py : Matrix n n ℂ) {m lam : ℝ} (hm : m ≠ 0) (hl : lam ≠ 0)
    {ρ : Matrix (n × Fin 2) (n × Fin 2) ℂ} (hρ : Commute ρ (rashbaH T Px Py lam)) :
    trace (ρ * spinCurrent (velY Py m lam)) = 0 ∧
      trace (ρ * spinCurrent (velX Px m lam)) = 0 := by
  have hc : (2 * I * lam * m : ℂ) ≠ 0 :=
    mul_ne_zero (mul_ne_zero (mul_ne_zero two_ne_zero I_ne_zero)
      (Complex.ofReal_ne_zero.mpr hl)) (Complex.ofReal_ne_zero.mpr hm)
  have hy := trace_mul_commutator (spin n σy) hρ.eq
  have hx := trace_mul_commutator (spin n σx) hρ.eq
  rw [commutator_spin_y T Px Py lam hm, Matrix.mul_smul, trace_smul, smul_eq_mul] at hy
  rw [commutator_spin_x T Px Py lam hm, Matrix.mul_smul, trace_smul, smul_eq_mul] at hx
  exact ⟨(mul_eq_zero.mp hy).resolve_left hc, (mul_eq_zero.mp hx).resolve_left hc⟩

/-- For nonzero mass and Rashba coupling, Tr(exp(-β H) J(vy)) = 0 for every real β. -/
theorem boltzmann_spinCurrent_vanishes (T Px Py : Matrix n n ℂ) {m lam : ℝ} (hm : m ≠ 0)
    (hl : lam ≠ 0) (β : ℝ) :
    trace (NormedSpace.exp ((-β : ℂ) • rashbaH T Px Py lam) * spinCurrent (velY Py m lam))
      = 0 :=
  (spinCurrent_vanishes T Px Py hm hl
    ((Commute.refl (rashbaH T Px Py lam)).smul_left (-β : ℂ)).exp_left).1

/-- For m ≠ 0 and a Zeeman term B 1 ⊗ σz added to H, every ρ commuting with the sum has
λ m Tr(ρ J(vy)) = B Tr(ρ (1 ⊗ σx)). -/
theorem zeeman_balance (T Px Py : Matrix n n ℂ) {m : ℝ} (lam B : ℝ) (hm : m ≠ 0)
    {ρ : Matrix (n × Fin 2) (n × Fin 2) ℂ}
    (hρ : Commute ρ (rashbaH T Px Py lam + (B : ℂ) • spin n σz)) :
    (lam * m : ℂ) * trace (ρ * spinCurrent (velY Py m lam)) = B * trace (ρ * spin n σx) := by
  obtain ⟨-, -, hyz, hzy, -⟩ := pauli_mul
  -- the Zeeman term adds B [σz, σy] = -2 i B σx to the commutator
  have hc : (rashbaH T Px Py lam + (B : ℂ) • spin n σz) * spin n σy
      - spin n σy * (rashbaH T Px Py lam + (B : ℂ) • spin n σz)
      = (2 * I * lam * m : ℂ) • spinCurrent (velY Py m lam) - (2 * I * B : ℂ) • spin n σx := by
    rw [← commutator_spin_y T Px Py lam hm]
    simp only [spin, Matrix.add_mul, Matrix.mul_add, Matrix.smul_mul, Matrix.mul_smul,
      ← mul_kronecker_mul, Matrix.mul_one, hyz, hzy, kronecker_smul]
    module
  have h := trace_mul_commutator (spin n σy) hρ.eq
  rw [hc] at h
  simp only [Matrix.mul_sub, Matrix.mul_smul, trace_sub, trace_smul, smul_eq_mul] at h
  apply mul_left_cancel₀ (mul_ne_zero two_ne_zero I_ne_zero)
  linear_combination h

/-- At λ = 0 and m ≠ 0, if ρ0 commutes with T then ρ = ρ0 ⊗ (1 + σz)/2 commutes with H and
m Tr(ρ J(vy)) = Tr(ρ0 Py). -/
theorem spinCurrent_without_coupling (T Px Py : Matrix n n ℂ) {m : ℝ} (hm : m ≠ 0)
    {ρ0 : Matrix n n ℂ} (h : Commute ρ0 T) :
    Commute (ρ0 ⊗ₖ zUp) (rashbaH T Px Py 0) ∧
      (m : ℂ) * trace (ρ0 ⊗ₖ zUp * spinCurrent (velY Py m 0)) = trace (ρ0 * Py) := by
  constructor
  · unfold Commute SemiconjBy
    simp only [rashbaH, Complex.ofReal_zero, zero_smul, add_zero, ← mul_kronecker_mul,
      Matrix.mul_one, Matrix.one_mul, h.eq]
  · have h1 : ρ0 ⊗ₖ zUp * ((m : ℂ) • spinCurrent (velY Py m 0))
        = (ρ0 * Py) ⊗ₖ (zUp * σz) := by
      rw [(mass_smul_spinCurrent Py 0 hm).1, mul_kronecker_mul]
    have h2 : trace (zUp * σz) = 1 := by
      simp [zUp, σz, trace_fin_two]
    have h3 := congrArg trace h1
    rwa [Matrix.mul_smul, trace_smul, smul_eq_mul, trace_kronecker, h2, mul_one] at h3

/-- For one orbital and Px = 0, the matrix 1 ⊗ (1 + σx)/2 commutes with H for all T, Py and λ,
has unit trace, and does not commute with 1 ⊗ σy. -/
theorem stationary_witness (T Py : Matrix (Fin 1) (Fin 1) ℂ) (lam : ℝ) :
    Commute (spin (Fin 1) xUp) (rashbaH T 0 Py lam) ∧ trace (spin (Fin 1) xUp) = 1 ∧
      ¬ Commute (spin (Fin 1) xUp) (spin (Fin 1) σy) := by
  have hx : xUp * σx = σx * xUp := by
    ext i j
    fin_cases i <;> fin_cases j <;> simp [xUp, σx, Matrix.mul_apply, Fin.sum_univ_two]
  refine ⟨?_, ?_, fun h => ?_⟩
  · unfold Commute SemiconjBy
    simp only [rashbaH, spin, zero_kronecker, sub_zero, Matrix.add_mul, Matrix.mul_add,
      Matrix.smul_mul, Matrix.mul_smul, ← mul_kronecker_mul, Matrix.mul_one, Matrix.one_mul, hx]
  · rw [spin, trace_kronecker]
    norm_num [xUp, trace_fin_two]
  · have e := h.eq
    simp only [spin, ← mul_kronecker_mul, Matrix.mul_one] at e
    have h0 := congrArg Complex.im (congrFun (congrFun e (0, 0)) (0, 0))
    norm_num [xUp, σy, Matrix.mul_apply, Fin.sum_univ_two, kroneckerMap_apply] at h0

end

end RashbaSpinHall
```

```lean
#print axioms RashbaSpinHall.spinCurrent_vanishes
#print axioms RashbaSpinHall.boltzmann_spinCurrent_vanishes
#print axioms RashbaSpinHall.zeeman_balance
#print axioms RashbaSpinHall.spinCurrent_without_coupling
```

```
'RashbaSpinHall.spinCurrent_vanishes' depends on axioms: [propext, Classical.choice, Quot.sound]
'RashbaSpinHall.boltzmann_spinCurrent_vanishes' depends on axioms: [propext, Classical.choice, Quot.sound]
'RashbaSpinHall.zeeman_balance' depends on axioms: [propext, Classical.choice, Quot.sound]
'RashbaSpinHall.spinCurrent_without_coupling' depends on axioms: [propext, Classical.choice, Quot.sound]
```

## What the theorems say

The orbital basis is a finite index type `n` and the spin index is `Fin 2`, with 0 for up and 1 for down along z. Operators are complex matrices on `n × Fin 2`, and `⊗ₖ` is the tensor product \(\otimes\), orbital factor first. With the Pauli matrices \(\sigma_x,\sigma_y,\sigma_z\), `spin n s` is \(1\otimes s\). For complex orbital matrices \(T, P_x, P_y\), a real mass \(m\) and a real coupling \(\lambda\) (`lam`), `rashbaH`, `velX`, `velY` and `spinCurrent` are
\[ H = T\otimes 1+\lambda\,(P_y\otimes\sigma_x-P_x\otimes\sigma_y), \]
\[ v_x=\tfrac1m P_x\otimes 1-\lambda\,1\otimes\sigma_y,\qquad v_y=\tfrac1m P_y\otimes 1+\lambda\,1\otimes\sigma_x, \]
\[ J(v)=\tfrac12\big(v\,(1\otimes\sigma_z)+(1\otimes\sigma_z)\,v\big). \]

For \(m\neq0\) and any \(\lambda\), `commutator_spin_y` and `commutator_spin_x` state
\[ [H,1\otimes\sigma_y]=2i\lambda m\,J(v_y),\qquad [H,1\otimes\sigma_x]=2i\lambda m\,J(v_x). \]
The main theorem `spinCurrent_vanishes` adds \(\lambda\neq0\) and a matrix \(\rho\) with \(\rho H=H\rho\), and concludes \(\operatorname{Tr}\rho J(v_y)=\operatorname{Tr}\rho J(v_x)=0\).

Four further theorems surround it. `boltzmann_spinCurrent_vanishes` takes \(\rho=e^{-\beta H}\) with real \(\beta\), for the y component. `zeeman_balance` adds \(B\,1\otimes\sigma_z\) with real \(B\) to \(H\); for \(m\neq0\), any \(\lambda\) and \(\rho\) commuting with the sum it gives \(\lambda m\operatorname{Tr}\rho J(v_y)=B\operatorname{Tr}\rho\,(1\otimes\sigma_x)\). `spinCurrent_without_coupling` sets \(\lambda=0\): if an orbital matrix \(\rho_0\) commutes with \(T\), then \(\rho=\rho_0\otimes(1+\sigma_z)/2\) commutes with \(H\) and \(m\operatorname{Tr}\rho J(v_y)=\operatorname{Tr}\rho_0P_y\). With a single orbital, \(\rho_0=1\) and \(P_y\) a number \(p\), the current is \(p/m\), so a stationary state can carry it once the coupling is off. `stationary_witness` takes one orbital and \(P_x=0\): the matrix \(1\otimes(1+\sigma_x)/2\) commutes with \(H\), has unit trace and fails to commute with \(1\otimes\sigma_y\), so the main theorem does not rest on \(\rho\) commuting with that spin operator.

## The physics encoded

The model is one electron in a plane, with \(\hbar=1\). In the continuum \(T\) is \(p^2/2m\) plus any spin-independent potential, impurities included, and the velocities are \(\partial H/\partial p_x\) and \(\partial H/\partial p_y\). The file takes the velocities as definitions: there is no position operator, and no hypothesis ties \(T\) to \(m\), \(P_x\) or \(P_y\). The two momenta need not commute with each other. The current is built from \(\sigma_z\), so the current of the spin \(\sigma_z/2\) is half of \(J\). It is the total over the whole system: the theorems do not say that the local density of the spin current vanishes at each point, and near an edge or an impurity it can be nonzero in a stationary state. Neither Hermiticity of \(T,P_x,P_y\) nor positivity or unit trace of \(\rho\) is assumed. The Boltzmann operator is unnormalised; for Hermitian \(H\) and at least one orbital the thermal average is the trace divided by the positive number \(\operatorname{Tr}e^{-\beta H}\), and it is zero as well.

For Hermitian \(H\) and a density matrix evolving in time \(t\) under it, the expectation of an operator \(S\) obeys \(d\langle S\rangle/dt=i\langle[H,S]\rangle\), and the first identity reads
\[ \frac{d}{dt}\langle 1\otimes\sigma_y\rangle=-2\lambda m\,\langle J(v_y)\rangle . \]
The spin current is thus proportional to the torque on the in-plane spin. This bears on spin Hall calculations for non-interacting electrons with linear Rashba coupling and parabolic dispersion in a finite basis, where, for \(\lambda\neq0\), a constant nonzero spin current would make the bounded quantity \(\langle1\otimes\sigma_y\rangle\) drift without limit. The spin Hall cancellation in transport theory concerns the dc response of a disordered, macroscopic gas to an electric field. The theorems supply the commutator behind that argument and its consequence for \(\rho\) commuting with \(H\); a conductivity, a disorder average, leads or a bath, and the time-evolution reading given above are not among the things Lean checked.

## Why it is true

The products of different Pauli matrices are \(\sigma_x\sigma_y=i\sigma_z=-\sigma_y\sigma_x\), \(\sigma_y\sigma_z=i\sigma_x=-\sigma_z\sigma_y\) and \(\sigma_z\sigma_x=i\sigma_y=-\sigma_x\sigma_z\). `pauli_mul` checks the six products entry by entry with `fin_cases`.

Tensor products multiply factor by factor, so
\[ J(v_y)=\tfrac1{2m}\,(P_y\otimes\sigma_z+P_y\otimes\sigma_z)+\tfrac\lambda2\,1\otimes(\sigma_x\sigma_z+\sigma_z\sigma_x)=\tfrac1m P_y\otimes\sigma_z, \]
and in the same way \(J(v_x)=\tfrac1mP_x\otimes\sigma_z\), because \(\sigma_y\sigma_z+\sigma_z\sigma_y=0\). In `mass_smul_spinCurrent` the `simp only` call distributes the products, merges them with `mul_kronecker_mul` and inserts the Pauli products; `match_scalars` then compares coefficients, and `field_simp` cancels \(m\) against \(1/m\). Here \(m\neq0\) matters: Lean sets \(0^{-1}=0\), which would remove the orbital velocity while the commutator keeps its \(P_y\) term.

In the commutator with \(1\otimes\sigma_y\), the terms \(T\otimes1\) and \(P_x\otimes\sigma_y\) drop out, leaving
\[ [H,1\otimes\sigma_y]=\lambda P_y\otimes[\sigma_x,\sigma_y]=2i\lambda\,P_y\otimes\sigma_z=2i\lambda m\,J(v_y). \]
With \(1\otimes\sigma_x\) the surviving term is
\[ -\lambda P_x\otimes[\sigma_y,\sigma_x]=2i\lambda\,P_x\otimes\sigma_z=2i\lambda m\,J(v_x), \]
the minus sign in \(H\) cancelling the one from the reversed order. Both Lean proofs first rewrite the right side: `← smul_smul` splits off the factor \(m\) and the previous lemma replaces \(mJ\) by the tensor product with \(\sigma_z\). After the expansion, `module` collects the terms.

For any \(S\) and any \(\rho\) with \(\rho H=H\rho\), cyclicity and then commutation give
\[ \operatorname{Tr}\rho SH=\operatorname{Tr}H\rho S=\operatorname{Tr}\rho HS, \]
so \(\operatorname{Tr}\rho[H,S]=0\). This is `key` in `trace_mul_commutator`, with `trace_mul_comm` for the first equality and `← h` for the second. Choosing \(S=1\otimes\sigma_y\) yields \(2i\lambda m\operatorname{Tr}\rho J(v_y)=0\), and \(S=1\otimes\sigma_x\) yields the same for \(v_x\). In `spinCurrent_vanishes`, `hc` records \(2i\lambda m\neq0\) and `mul_eq_zero` removes the prefactor. The Boltzmann case follows because \(-\beta H\) commutes with \(H\) and `exp_left` passes this to the exponential.

The Zeeman term adds \(B\,1\otimes[\sigma_z,\sigma_y]=-2iB\,1\otimes\sigma_x\) to the commutator. The trace lemma gives \(2i\lambda m\operatorname{Tr}\rho J(v_y)-2iB\operatorname{Tr}\rho\,(1\otimes\sigma_x)=0\), and `mul_left_cancel₀` with `linear_combination h` divides by \(2i\).

At \(\lambda=0\), \(H=T\otimes1\) commutes with \(\rho_0\otimes(1+\sigma_z)/2\) factor by factor, and the trace factorises by `trace_kronecker` into \(\operatorname{Tr}(\rho_0P_y)\) times \(\operatorname{Tr}\big[\tfrac12(1+\sigma_z)\sigma_z\big]=1\). For the witness, \((1+\sigma_x)/2\) commutes with \(1\) and \(\sigma_x\), the only spin matrices left in \(H\) when \(P_x=0\). The up–up entries of \(\tfrac12(1+\sigma_x)\sigma_y\) and \(\tfrac12\sigma_y(1+\sigma_x)\) are \(i/2\) and \(-i/2\), and `h0` compares their imaginary parts.

## An easy mistake, and a numerical check

Since \(T\) is arbitrary, it is tempting to conclude that the physical spin current vanishes for any band shape. The argument given here relies on the orbital part of \(v_y\) being proportional to the same matrix \(P_y\) that multiplies \(\sigma_x\) in \(H\). If \(T\) contains a \(p^4\) term, the true velocity gains a part cubic in the momenta, and the \(J(v_y)\) of the theorem is then no longer the full spin current of that model.

In a numerical code the operators are assembled as Kronecker products, for example `np.kron(Py, sx)`, which places orbital \(a\) and spin \(s\), both counted from 0, at row \(2a+s\). For Hermitian \(H\) the projector on any eigenvector commutes with \(H\), so for \(m,\lambda\neq0\) every diagonal element of \(J(v_y)\) in the computed eigenbasis should vanish up to numerical error, and so should any sum weighted by occupations. By the commutator identity, the residual error of a computed eigenvector enters divided by \(|\lambda m|\), so the tolerance has to be wider for a very weak coupling. A value beyond that tolerance points to a further spin-dependent term in \(H\), such as a Zeeman term, or to an inconsistency, such as different discretisations of \(P_y\) in \(H\) and in \(v_y\), or an error in assembling the tensor products.
